# Scaling of the LB94 correction and its Coulomb tail for an exponential density

Far from a neutral atom, an electron leaves a hole of unit charge behind, and the exact exchange-correlation potential falls off as $-1/r$ in atomic units. The local-density potential dies off exponentially with the density. LB94 adds a gradient correction to repair the tail. How does that correction approach $-1/r$ when the density is a single exponential, and does its parameter matter?

## Density, gradient and potential

```lean
import Mathlib

open Filter Topology Bornology

namespace LB94

noncomputable section
```

The density $n$ of one spin channel is a real function on three-dimensional space.

```lean
/-- Three-dimensional physical space. -/
abbrev Space := EuclideanSpace ℝ (Fin 3)
```

Its reduced gradient is $x=|\nabla n|/n^{4/3}$. The norm of the derivative `fderiv` serves as $|\nabla n|$.

```lean
/-- The reduced density gradient `x = |∇n| / n^(4/3)`, for points where `n` is positive. -/
def reducedGradient (n : Space → ℝ) (r : Space) : ℝ :=
  ‖fderiv ℝ n r‖ / n r ^ (4 / 3 : ℝ)
```

The correction, without the local-density part, is

$$v[n]=-\frac{\beta n^{1/3}x^2}{1+3\beta x\,\mathrm{arsinh}\,x}.$$

The dimensionless $\beta$ sets its strength where the density varies slowly.

```lean
/-- The LB94 gradient correction to the exchange-correlation potential, for `β > 0` and
points where the density is positive. -/
def potential (β : ℝ) (n : Space → ℝ) (r : Space) : ℝ :=
  -β * n r ^ (1 / 3 : ℝ) * reducedGradient n r ^ 2 /
    (1 + 3 * β * reducedGradient n r * Real.arsinh (reducedGradient n r))
```

For $l>0$, the scaled density $n_l(r)=l^3n(lr)$ compresses or stretches $n$ and keeps the electron number.

```lean
/-- The uniformly scaled density `l³ n(l r)`. -/
def scaled (l : ℝ) (n : Space → ℝ) : Space → ℝ := fun r => l ^ 3 * n (l • r)
```

The model density is $Ae^{-k|r|}$, with $A,k>0$; $k$ is the decay constant; far from a real atom, the decay is set by the lowest energy needed to remove an electron of that spin.

```lean
/-- The spherical exponential density `A exp(-k|r|)`. -/
def expDensity (A k : ℝ) : Space → ℝ := fun r => A * Real.exp (-k * ‖r‖)
```

The last definition is a length, $c=\frac3k\ln(2kA^{-1/3})$.

```lean
/-- The length `(3/k) ln(2k A^(-1/3))`, for `A, k > 0`. -/
def radialShift (A k : ℝ) : ℝ := 3 / k * Real.log (2 * k * A ^ (-(1 / 3) : ℝ))
```

A purely radial model, with $n$ a function of $r>0$ and $x=|n'|/n^{4/3}$, would remove the origin from the domain, but would restrict the scaling law to spherical densities.

## (a) The reduced gradient under scaling

Let $n$ be positive and differentiable at $lr$. Show that $x[n_l](r)=x[n](lr)$.

By the chain rule, $\nabla n_l(r)=l^4(\nabla n)(lr)$. Also $n_l(r)^{4/3}=l^4n(lr)^{4/3}$, so $l^4$ cancels. These are steps `h1` and `h3`.

```lean
/-- The reduced gradient of a uniformly scaled density is the original one at the scaled
point. -/
theorem reducedGradient_scaled {l : ℝ} {n : Space → ℝ} {r : Space} (hl : 0 < l)
    (hn : 0 < n (l • r)) (hd : DifferentiableAt ℝ n (l • r)) :
    reducedGradient (scaled l n) r = reducedGradient n (l • r) := by
  have hs : HasFDerivAt (fun y : Space => l • y) (l • ContinuousLinearMap.id ℝ Space) r :=
    (hasFDerivAt_id r).const_smul l
  have h := (HasFDerivAt.comp (f := fun y : Space => l • y) (g := n) r
    hd.hasFDerivAt hs).const_mul (l ^ 3)
  -- the chain rule produces four powers of the scale
  have h1 : HasFDerivAt (scaled l n) (l ^ 4 • fderiv ℝ n (l • r)) r := by
    refine HasFDerivAt.congr_fderiv (f := scaled l n) h ?_
    refine ContinuousLinearMap.ext fun v => ?_
    change l ^ 3 * fderiv ℝ n (l • r) (l • v) = l ^ 4 * fderiv ℝ n (l • r) v
    rw [map_smul, smul_eq_mul]
    ring
  have h2 : (l ^ 3) ^ (4 / 3 : ℝ) = l ^ 4 := by
    rw [← Real.rpow_natCast l 3, ← Real.rpow_mul hl.le]
    norm_num
  have h3 : scaled l n r ^ (4 / 3 : ℝ) = l ^ 4 * n (l • r) ^ (4 / 3 : ℝ) := by
    unfold scaled
    rw [Real.mul_rpow (by positivity) hn.le, h2]
  unfold reducedGradient
  rw [h1.fderiv, norm_smul, Real.norm_of_nonneg (by positivity), h3,
    mul_div_mul_left _ _ (by positivity)]
```

## (b) The potential under scaling

Under the same conditions, show that $v[n_l](r)=l\,v[n](lr)$.

By (a), $x$ only moves to the point $lr$. The remaining factor is $n_l(r)^{1/3}=l\,n(lr)^{1/3}$, which supplies the $l$.

```lean
/-- Under uniform scaling of the density the LB94 gradient correction `v` obeys `v[l³ n(l ·)](r) = l
v[n](l r)`. -/
theorem potential_scaled (β : ℝ) {l : ℝ} {n : Space → ℝ} {r : Space} (hl : 0 < l)
    (hn : 0 < n (l • r)) (hd : DifferentiableAt ℝ n (l • r)) :
    potential β (scaled l n) r = l * potential β n (l • r) := by
  have h2 : (l ^ 3) ^ (1 / 3 : ℝ) = l := by
    rw [← Real.rpow_natCast l 3, ← Real.rpow_mul hl.le]
    norm_num
  have h3 : scaled l n r ^ (1 / 3 : ℝ) = l * n (l • r) ^ (1 / 3 : ℝ) := by
    unfold scaled
    rw [Real.mul_rpow (by positivity) hn.le, h2]
  unfold potential
  rw [reducedGradient_scaled hl hn hd, h3]
  ring
```

## (c) The reduced gradient of an exponential

For $n=Ae^{-k|r|}$ and $r\neq0$, show that $x=kA^{-1/3}e^{k|r|/3}$.

Since $|\nabla|r||=1$ (`norm_fderiv_norm`), $|\nabla n|=kn$. Hence $x=kn^{-1/3}$, and inserting $n$ gives the result. The origin is excluded because the density has a cusp there.

```lean
/-- Away from the origin, the reduced gradient of an exponential density is
`k A^(-1/3) exp(k|r|/3)`. -/
theorem reducedGradient_exp {A k : ℝ} {r : Space} (hA : 0 < A) (hk : 0 < k) (hr : r ≠ 0) :
    reducedGradient (expDensity A k) r =
      k * A ^ (-(1 / 3) : ℝ) * Real.exp (k * ‖r‖ / 3) := by
  have : Nontrivial Space := ⟨r, 0, hr⟩
  have hd : DifferentiableAt ℝ (fun y : Space => ‖y‖) r :=
    DifferentiableAt.norm ℝ differentiableAt_id hr
  have hn : 0 < expDensity A k r := by unfold expDensity; positivity
  have h := ((hd.hasFDerivAt.const_mul (-k)).exp).const_mul A
  have h1 : HasFDerivAt (expDensity A k)
      ((-(k * expDensity A k r)) • fderiv ℝ (fun y : Space => ‖y‖) r) r := by
    refine HasFDerivAt.congr_fderiv (f := expDensity A k) h ?_
    refine ContinuousLinearMap.ext fun v => ?_
    change A * (Real.exp (-k * ‖r‖) * (-k * fderiv ℝ (fun y : Space => ‖y‖) r v)) =
      -(k * (A * Real.exp (-k * ‖r‖))) * fderiv ℝ (fun y : Space => ‖y‖) r v
    ring
  have h2 : expDensity A k r / expDensity A k r ^ (4 / 3 : ℝ) =
      expDensity A k r ^ (-(1 / 3) : ℝ) := by
    rw [show (-(1 / 3) : ℝ) = 1 - 4 / 3 by norm_num, Real.rpow_sub hn, Real.rpow_one]
  unfold reducedGradient
  rw [h1.fderiv, norm_smul, norm_neg, Real.norm_of_nonneg (by positivity),
    norm_fderiv_norm hd, mul_one, mul_div_assoc, h2]
  unfold expDensity
  rw [Real.mul_rpow hA.le (Real.exp_pos _).le, ← Real.exp_mul,
    show -k * ‖r‖ * (-(1 / 3)) = k * ‖r‖ / 3 by ring, mul_assoc]
```

## (d) An exact reciprocal

For the same density and $\beta>0$, $r\ne0$, show that

$$-\frac1v=\frac1{\beta kx}+\frac3k\,\mathrm{arsinh}\,x.$$

From (c), $n^{1/3}x=k$, so the numerator of $-v$ is $\beta kx$. Therefore

$$-\frac1v=\frac{1+3\beta x\,\mathrm{arsinh}\,x}{\beta kx},$$

which splits into the two terms. The step `key` does this algebra; the rest proves $n^{1/3}x=k$.

```lean
/-- For an exponential density, `-1/v = 1/(β k x) + (3/k) arsinh x` at every point other
than the origin. -/
theorem neg_inv_potential_exp {β A k : ℝ} {r : Space} (hβ : 0 < β) (hA : 0 < A)
    (hk : 0 < k) (hr : r ≠ 0) :
    -1 / potential β (expDensity A k) r =
      1 / (β * k * reducedGradient (expDensity A k) r) +
        3 / k * Real.arsinh (reducedGradient (expDensity A k) r) := by
  have key : ∀ q x : ℝ, 0 < x → q * x = k →
      -1 / (-β * q * x ^ 2 / (1 + 3 * β * x * Real.arsinh x)) =
        1 / (β * k * x) + 3 / k * Real.arsinh x := by
    intro q x hx hq
    rw [show -β * q * x ^ 2 / (1 + 3 * β * x * Real.arsinh x) =
      -(β * (q * x) * x / (1 + 3 * β * x * Real.arsinh x)) by ring, hq,
      neg_div_neg_eq, one_div_div, add_div]
    congr 1
    field_simp
  have hx := reducedGradient_exp hA hk hr
  refine key _ _ (by rw [hx]; positivity) ?_
  -- the product of `n^(1/3)` and `x` is the decay constant
  have a : A ^ (1 / 3 : ℝ) * A ^ (-(1 / 3) : ℝ) = 1 := by
    rw [← Real.rpow_add hA]
    norm_num
  have b : Real.exp (-k * ‖r‖ * (1 / 3)) * Real.exp (k * ‖r‖ / 3) = 1 := by
    rw [← Real.exp_add, show -k * ‖r‖ * (1 / 3) + k * ‖r‖ / 3 = 0 by ring, Real.exp_zero]
  rw [hx]
  unfold expDensity
  rw [Real.mul_rpow hA.le (Real.exp_pos _).le, ← Real.exp_mul]
  linear_combination k * Real.exp (-k * ‖r‖ * (1 / 3)) * Real.exp (k * ‖r‖ / 3) * a + k * b
```

## (e) Bounds on arsinh

For $x>0$, show that $0\le\mathrm{arsinh}\,x-\ln(2x)\le1/x$.

The difference is $\ln t$ with $t=(x+\sqrt{1+x^2})/(2x)$. Since $x\le\sqrt{1+x^2}\le x+1$, we have $1\le t\le(2x+2)/(2x)=1+1/x$. Then $0\le\ln t\le t-1\le1/x$.

```lean
/-- For positive `x`, `arsinh x` exceeds `ln(2x)` by at most `1/x`. -/
theorem arsinh_sub_log_bounds {x : ℝ} (hx : 0 < x) :
    0 ≤ Real.arsinh x - Real.log (2 * x) ∧
      Real.arsinh x - Real.log (2 * x) ≤ 1 / x := by
  have h1 : x ≤ √(1 + x ^ 2) := (Real.le_sqrt' hx).2 (by linarith)
  have h2 : √(1 + x ^ 2) ≤ x + 1 := Real.sqrt_le_iff.2 ⟨by positivity, by nlinarith⟩
  have h3 : 1 / x * x = 1 := one_div_mul_cancel hx.ne'
  rw [Real.arsinh, ← Real.log_div (by positivity) (by positivity)]
  constructor
  · apply Real.log_nonneg
    rw [le_div_iff₀ (by positivity)]
    linarith
  · refine (Real.log_le_sub_one_of_pos (by positivity)).trans ?_
    rw [sub_le_iff_le_add, div_le_iff₀ (by positivity)]
    calc x + √(1 + x ^ 2) ≤ 2 + 2 * x := by linarith
      _ = (1 / x + 1) * (2 * x) := by linear_combination (-2) * h3
```

## (f) The shifted radius

For the exponential density and $\beta>0$, show that $-1/v-|r|\to c$ as $|r|\to\infty$.

By (c), $\frac3k\ln(2x)=c+|r|$. Substituting in (d),

$$-\frac1v-|r|-c=\frac1{\beta kx}+\frac3k\bigl(\mathrm{arsinh}\,x-\ln(2x)\bigr).$$

Both terms vanish as $x\to\infty$, the second by (e). The limit does not depend on $\beta$. The filter `cobounded Space` means $|r|\to\infty$ with no direction prescribed.

```lean
/-- For an exponential density, `-1/v - |r|` tends to `(3/k) ln(2k A^(-1/3))` far from the
origin, for every `β > 0`. -/
theorem tendsto_neg_inv_potential_sub {β A k : ℝ} (hβ : 0 < β) (hA : 0 < A) (hk : 0 < k) :
    Tendsto (fun r : Space => -1 / potential β (expDensity A k) r - ‖r‖)
      (cobounded Space) (𝓝 (radialShift A k)) := by
  have hne : ∀ᶠ r : Space in cobounded Space, r ≠ 0 :=
    (tendsto_norm_cobounded_atTop.eventually_gt_atTop 0).mono fun r h => norm_pos_iff.1 h
  -- the reduced gradient grows without bound
  have hx : Tendsto (reducedGradient (expDensity A k)) (cobounded Space) atTop := by
    have h : Tendsto (fun r : Space => k * A ^ (-(1 / 3) : ℝ) * Real.exp (k * ‖r‖ / 3))
        (cobounded Space) atTop :=
      (Real.tendsto_exp_atTop.comp ((tendsto_norm_cobounded_atTop.const_mul_atTop
        hk).atTop_div_const (by norm_num))).const_mul_atTop (by positivity)
    exact h.congr' (hne.mono fun r hr => (reducedGradient_exp hA hk hr).symm)
  have h1 : Tendsto (fun r : Space => Real.arsinh (reducedGradient (expDensity A k) r) -
      Real.log (2 * reducedGradient (expDensity A k) r)) (cobounded Space) (𝓝 0) :=
    tendsto_of_tendsto_of_tendsto_of_le_of_le' tendsto_const_nhds
      (tendsto_const_nhds.div_atTop hx)
      ((hx.eventually_gt_atTop 0).mono fun r h => (arsinh_sub_log_bounds h).1)
      ((hx.eventually_gt_atTop 0).mono fun r h => (arsinh_sub_log_bounds h).2)
  have h2 : Tendsto (fun r : Space => 1 / (β * k * reducedGradient (expDensity A k) r))
      (cobounded Space) (𝓝 0) :=
    tendsto_const_nhds.div_atTop (hx.const_mul_atTop (mul_pos hβ hk))
  have h3 := (h2.add (h1.const_mul (3 / k))).add_const (radialShift A k)
  rw [mul_zero, add_zero, zero_add] at h3
  refine h3.congr' ?_
  filter_upwards [hne] with r hr
  have hlog : Real.log (2 * reducedGradient (expDensity A k) r) =
      Real.log (2 * k * A ^ (-(1 / 3) : ℝ)) + k * ‖r‖ / 3 := by
    rw [reducedGradient_exp hA hk hr, ← mul_assoc, ← mul_assoc,
      Real.log_mul (by positivity) (by positivity), Real.log_exp]
  have hc : 3 / k * (k * ‖r‖ / 3) = ‖r‖ := by field_simp
  rw [neg_inv_potential_exp hβ hA hk hr, hlog]
  unfold radialShift
  linear_combination -hc
```

## (g) The correction to the Coulomb tail

Under the same conditions, show that $|r|(|r|v+1)\to c$.

Put $R=|r|$ and $w=-1/v$. Then

$$R(Rv+1)=R\Bigl(1-\frac Rw\Bigr)=(w-R)\Bigl(\frac wR\Bigr)^{-1}.$$

By (f), $w-R\to c$, so $w/R=1+(w-R)/R\to1$. The step `hv` secures $v\neq0$: Lean sets $-1/0=0$, but the right side of (d) is positive.

Thus, for a purely exponential density, the LB94 correction behaves as $-1/r+c/r^2$ to this order, and changing $\beta$ does not alter the $1/r^2$ term.

```lean
/-- For an exponential density, `|r| (|r| v + 1)` tends to `(3/k) ln(2k A^(-1/3))` far from
the origin. -/
theorem tendsto_coulomb_correction {β A k : ℝ} (hβ : 0 < β) (hA : 0 < A) (hk : 0 < k) :
    Tendsto (fun r : Space => ‖r‖ * (‖r‖ * potential β (expDensity A k) r + 1))
      (cobounded Space) (𝓝 (radialShift A k)) := by
  have hT := tendsto_neg_inv_potential_sub hβ hA hk
  have h1 := (hT.div_atTop tendsto_norm_cobounded_atTop).add_const 1
  rw [zero_add] at h1
  have h2 := hT.mul (h1.inv₀ one_ne_zero)
  rw [inv_one, mul_one] at h2
  refine h2.congr' ?_
  filter_upwards [tendsto_norm_cobounded_atTop.eventually_gt_atTop 0] with r hR
  have hr : r ≠ 0 := norm_pos_iff.1 hR
  -- the potential does not vanish, so its reciprocal can be inverted
  have hv : potential β (expDensity A k) r ≠ 0 := by
    intro h0
    have h := neg_inv_potential_exp hβ hA hk hr
    have hx : 0 < reducedGradient (expDensity A k) r := by
      rw [reducedGradient_exp hA hk hr]
      positivity
    have ha := Real.arsinh_nonneg_iff.2 hx.le
    rw [h0, div_zero] at h
    have hp : 0 < 1 / (β * k * reducedGradient (expDensity A k) r) := by positivity
    have hq : 0 ≤ 3 / k * Real.arsinh (reducedGradient (expDensity A k) r) :=
      mul_nonneg (by positivity) ha
    linarith
  generalize potential β (expDensity A k) r = v at hv ⊢
  generalize ‖r‖ = R at hR ⊢
  have hv1 : v * v⁻¹ = 1 := mul_inv_cancel₀ hv
  have hR1 : R * R⁻¹ = 1 := mul_inv_cancel₀ hR.ne'
  have e : ((-1 / v - R) / R + 1)⁻¹ = -(v * R) := by
    apply inv_eq_of_mul_eq_one_right
    linear_combination (R * R⁻¹) * hv1 + (1 + v * R) * hR1
  rw [e]
  linear_combination R * hv1
```

## (h) One electron

For $A=k^3/(8\pi)$, which normalises the density to one electron, show that the limit in (g) is $\ln(64\pi)/k$.

Here $A^{-1/3}=2\pi^{1/3}/k$, so $c=\frac3k\ln(4\pi^{1/3})=\ln(64\pi)/k$.

For the hydrogen ground state, $k=2$ and $c\approx2.652$ bohr. At $r=20$ with $\beta=0.05$, the term $1/(\beta kx)$ is below $10^{-5}$, so $v\approx-1/22.652$ and $rv\approx-0.883$: still 12% short of the Coulomb value.

```lean
/-- For the density `(k³/8π) exp(-k|r|)`, the limit of `|r| (|r| v + 1)` is `ln(64π)/k`. -/
theorem tendsto_coulomb_correction_normalized {β k : ℝ} (hβ : 0 < β) (hk : 0 < k) :
    Tendsto (fun r : Space =>
        ‖r‖ * (‖r‖ * potential β (expDensity (k ^ 3 / (8 * Real.pi)) k) r + 1))
      (cobounded Space) (𝓝 (Real.log (64 * Real.pi) / k)) := by
  have hπ := Real.pi_pos
  have hA : 0 < k ^ 3 / (8 * Real.pi) := by positivity
  have h8 : Real.log 8 = 3 * Real.log 2 := by
    rw [show (8 : ℝ) = 2 ^ 3 by norm_num, Real.log_pow]
    norm_num
  have h64 : Real.log 64 = 6 * Real.log 2 := by
    rw [show (64 : ℝ) = 2 ^ 6 by norm_num, Real.log_pow]
    norm_num
  have hk3 : Real.log (k ^ 3) = 3 * Real.log k := by
    rw [Real.log_pow]
    norm_num
  have hs : radialShift (k ^ 3 / (8 * Real.pi)) k = Real.log (64 * Real.pi) / k := by
    unfold radialShift
    rw [Real.log_mul (by positivity) (Real.rpow_pos_of_pos hA _).ne',
      Real.log_mul two_ne_zero hk.ne', Real.log_rpow hA,
      Real.log_div (by positivity) (by positivity), hk3,
      Real.log_mul (by norm_num) hπ.ne', Real.log_mul (by norm_num) hπ.ne', h8, h64]
    ring
  rw [← hs]
  exact tendsto_coulomb_correction hβ hA hk

end

end LB94
```

```lean
#print axioms LB94.potential_scaled
#print axioms LB94.tendsto_coulomb_correction
#print axioms LB94.tendsto_coulomb_correction_normalized
```

```
'LB94.potential_scaled' depends on axioms: [propext, Classical.choice, Quot.sound]
'LB94.tendsto_coulomb_correction' depends on axioms: [propext, Classical.choice, Quot.sound]
'LB94.tendsto_coulomb_correction_normalized' depends on axioms: [propext, Classical.choice, Quot.sound]
```
